# Alternating Schwarz for the one-dimensional Poisson equation: each double sweep multiplies the interface error by $a(1-b)/(b(1-a))$

Take $u''=0$ on $[0,1]$ with $u(0)=u(1)=0$, so that the exact solution is zero, and split the interval into the overlapping parts $[0,\tfrac35]$ and $[\tfrac25,1]$. Guess the value $1$ at $x=\tfrac35$.

- The solution on the left part is the straight line from $0$ at $x=0$ to $1$ at $x=\tfrac35$. At $x=\tfrac25$ it has the value $\tfrac23$.
- The solution on the right part is the straight line from $\tfrac23$ at $x=\tfrac25$ to $0$ at $x=1$. At $x=\tfrac35$ it has the value $\tfrac23\cdot\tfrac{2/5}{3/5}=\tfrac49$.

One double sweep has turned the wrong value $1$ into $\tfrac49$, and the next gives $\tfrac{16}{81}$. In each solve, the value handed on is smaller than the value received by the drop of the line across the overlap, so progress is slow when the overlap is narrow compared with both parts.

For intervals $[0,b]$ and $[a,1]$ with $0<a<b<1$, the same two lines give the factor

$$\rho=\frac ab\cdot\frac{1-b}{1-a}=\frac{a(1-b)}{b(1-a)}.$$

With a source $f$ and arbitrary end values, the error obeys the same rule whenever an exact solution exists. Many electronic-structure codes obtain the electrostatic potential from a Poisson equation in three dimensions; the result here describes a one-dimensional model with fixed end values and two subdomains, each solved exactly.

```lean
import Mathlib

open Set Filter Topology

namespace AlternatingSchwarz

noncomputable section
```

## Local solutions and the exchange of interface values

A solution of $u''=f$ on $[l,r]$ is continuous up to the ends and has, at every interior point, a slope $p=u'$ with $p'=f$. In electrostatics with a uniform permittivity, $u$ is the potential and $f$ is minus the charge density, up to a positive constant that contains the permittivity and depends on the units. In `SolvesPoisson f u l r` the functions are defined on all of $\mathbb R$, but the condition concerns only the given interval. The derivatives are classical, so point charges and charge densities with a jump inside the interval are excluded.

```lean
/-- `u` is a classical solution of `u'' = f` on the interval from `l` to `r`: continuous up to the
ends, and twice differentiable inside with second derivative `f`. -/
def SolvesPoisson (f u : ℝ → ℝ) (l r : ℝ) : Prop :=
  ContinuousOn u (Icc l r) ∧
    ∃ p : ℝ → ℝ, ∀ x ∈ Ioo l r, HasDerivAt u (p x) x ∧ HasDerivAt p (f x) x
```

The iteration alternates between two boundary value problems. The solve $u_n$ on $[0,b]$ has the end value $\alpha$ at $0$. Its value at $a$ becomes the boundary value of $v_n$ on $[a,1]$, which has the end value $\beta$ at $1$. Then $v_n(b)$ becomes the boundary value of $u_{n+1}$:

$$v_n(a)=u_n(a),\qquad u_{n+1}(b)=v_n(b).$$

The step from $u_n$ to $u_{n+1}$ is one double sweep. The starting value $u_0(b)$ is free. The structure `IsSchwarzIteration` records these conditions and nothing about the rate of convergence.

```lean
/-- The alternating Schwarz iteration for `u'' = f` on `[0,1]` with end values `α` and `β`.
The solve `u n` on `[0,b]` passes its value at `a` to the solve `v n` on `[a,1]`, which passes its
value at `b` to the next solve on `[0,b]`. -/
structure IsSchwarzIteration (f : ℝ → ℝ) (α β a b : ℝ) (u v : ℕ → ℝ → ℝ) : Prop where
  left_solves : ∀ n, SolvesPoisson f (u n) 0 b
  left_end : ∀ n, u n 0 = α
  right_solves : ∀ n, SolvesPoisson f (v n) a 1
  right_end : ∀ n, v n 1 = β
  right_interface : ∀ n, v n a = u n a
  left_interface : ∀ n, u (n + 1) b = v n b
```

The factor $\rho$ is given a name of its own; that it governs the iteration has to be derived.

```lean
/-- The factor `a(1-b)/(b(1-a))` of one double sweep, for `b ≠ 0` and `a ≠ 1`. -/
def schwarzFactor (a b : ℝ) : ℝ := a * (1 - b) / (b * (1 - a))
```

## Two solutions differ by a straight line

The exact solution lives on $[0,1]$ and the local ones on parts of it. To compare them, the exact solution is restricted to the smaller interval.

```lean
/-- A solution on an interval is also a solution on every smaller interval. -/
theorem SolvesPoisson.mono {f u : ℝ → ℝ} {l r l' r' : ℝ} (h : SolvesPoisson f u l r)
    (hl : l ≤ l') (hr : r' ≤ r) : SolvesPoisson f u l' r' := by
  obtain ⟨hc, p, hp⟩ := h
  exact ⟨hc.mono (Icc_subset_Icc hl hr), p,
    fun x hx => hp x ⟨hl.trans_lt hx.1, hx.2.trans_le hr⟩⟩
```

Let $u$ and $w$ both solve the equation on $[l,r]$, and put $\delta=u-w$. The source cancels, so $\delta''=0$. To see that $\delta$ is a straight line, take $l<x<r$. The mean value theorem gives points $c\in(l,x)$ and $d\in(x,r)$ with

$$\delta'(c)=\frac{\delta(x)-\delta(l)}{x-l},\qquad \delta'(d)=\frac{\delta(r)-\delta(x)}{r-x}.$$

Applied to $\delta'$ between $c$ and $d$, it gives a point $e$ with

$$\frac{\delta'(d)-\delta'(c)}{d-c}=f(e)-f(e)=0.$$

The two slopes are therefore equal. Cross-multiplying and collecting $\delta(x)$ yields

$$\delta(x)(r-l)=\delta(l)(r-x)+\delta(r)(x-l).$$

At $x=l$ and $x=r$ this is an identity, and the proof treats those cases first. The three uses of `exists_hasDerivAt_eq_slope` are the three mean value steps, and the final `linear_combination` is the cross-multiplication.

```lean
/-- Two solutions of `u'' = f` on the same interval differ by the linear interpolation of their
differences at the two ends. -/
theorem difference_linear {f u w : ℝ → ℝ} {l r x : ℝ} (hu : SolvesPoisson f u l r)
    (hw : SolvesPoisson f w l r) (hx : x ∈ Icc l r) :
    (u x - w x) * (r - l) = (u l - w l) * (r - x) + (u r - w r) * (x - l) := by
  obtain ⟨cu, p, hp⟩ := hu
  obtain ⟨cw, q, hq⟩ := hw
  rcases eq_or_lt_of_le hx.1 with h | hlx
  · subst h; ring
  rcases eq_or_lt_of_le hx.2 with h | hxr
  · subst h; ring
  have hE : ∀ y ∈ Ioo l r, HasDerivAt (fun y => u y - w y) (p y - q y) y :=
    fun y hy => (hp y hy).1.fun_sub (hq y hy).1
  have hD : ∀ y ∈ Ioo l r, HasDerivAt (fun y => p y - q y) (f y - f y) y :=
    fun y hy => (hp y hy).2.fun_sub (hq y hy).2
  have hC : ContinuousOn (fun y => u y - w y) (Icc l r) := cu.sub cw
  -- the mean slopes left and right of `x` are attained at `c` and `d`
  obtain ⟨c, hc, hc'⟩ : ∃ c ∈ Ioo l x,
      p c - q c = ((u x - w x) - (u l - w l)) / (x - l) :=
    exists_hasDerivAt_eq_slope (fun y => u y - w y) (fun y => p y - q y) hlx
      (hC.mono (Icc_subset_Icc le_rfl hxr.le)) (fun y hy => hE y ⟨hy.1, hy.2.trans hxr⟩)
  obtain ⟨d, hd, hd'⟩ : ∃ d ∈ Ioo x r,
      p d - q d = ((u r - w r) - (u x - w x)) / (r - x) :=
    exists_hasDerivAt_eq_slope (fun y => u y - w y) (fun y => p y - q y) hxr
      (hC.mono (Icc_subset_Icc hlx.le le_rfl)) (fun y hy => hE y ⟨hlx.trans hy.1, hy.2⟩)
  have hcd : c < d := hc.2.trans hd.1
  -- the slope of the difference does not change between `c` and `d`
  obtain ⟨e, _, he'⟩ : ∃ e ∈ Ioo c d,
      f e - f e = ((p d - q d) - (p c - q c)) / (d - c) :=
    exists_hasDerivAt_eq_slope (fun y => p y - q y) (fun y => f y - f y) hcd
      (fun y hy => (hD y ⟨hc.1.trans_le hy.1,
        hy.2.trans_lt hd.2⟩).continuousAt.continuousWithinAt)
      (fun y hy => hD y ⟨hc.1.trans hy.1, hy.2.trans hd.2⟩)
  rw [eq_div_iff (sub_pos.2 hlx).ne'] at hc'
  rw [eq_div_iff (sub_pos.2 hxr).ne'] at hd'
  rw [eq_div_iff (sub_pos.2 hcd).ne'] at he'
  linear_combination (-(r - x)) * hc' + (x - l) * hd' + (x - l) * (r - x) * he'
```

## The overlap sets the distance of the factor from one

Since $b(1-a)-a(1-b)=b-a$, division by $b(1-a)>0$ gives

$$\rho=1-\frac{b-a}{b(1-a)}.$$

The subtracted term is positive because $a<b$, so $\rho<1$. All four factors in $a(1-b)/(b(1-a))$ are positive, so $\rho>0$.

```lean
/-- For `0 < a < b < 1` the factor equals one minus the overlap `b - a` divided by `b(1-a)`, and it
lies strictly between zero and one. -/
theorem schwarzFactor_eq {a b : ℝ} (ha : 0 < a) (hab : a < b) (hb : b < 1) :
    schwarzFactor a b = 1 - (b - a) / (b * (1 - a)) ∧
      0 < schwarzFactor a b ∧ schwarzFactor a b < 1 := by
  have h : 0 < b * (1 - a) := mul_pos (ha.trans hab) (by linarith)
  refine ⟨?_, div_pos (mul_pos ha (by linarith)) h, ?_⟩
  · rw [schwarzFactor, eq_sub_iff_add_eq, ← add_div, div_eq_one_iff_eq h.ne']
    ring
  · rw [schwarzFactor, div_lt_one h]
    nlinarith
```

## Error profiles on the two subdomains

Let $w$ be an exact solution on $[0,1]$. Its existence is a hypothesis, `hw`, and the end values of the iteration are taken from it: $\alpha=w(0)$ and $\beta=w(1)$.

On $[0,b]$ the error vanishes at $0$. The straight-line formula with $l=0$, $r=b$ becomes

$$u_n(x)-w(x)=\frac xb\,\bigl(u_n(b)-w(b)\bigr).$$

On $[a,1]$ the error vanishes at $1$, and at $a$ it equals the error of $u_n$, because $v_n(a)=u_n(a)$. With $l=a$, $r=1$,

$$v_n(x)-w(x)=\frac{1-x}{1-a}\,\bigl(u_n(a)-w(a)\bigr).$$

In the proof, `key` is the straight-line formula in each case, and the rewriting with `left_end`, `right_end` and `right_interface` inserts the boundary values.

```lean
section Iteration

variable {f w : ℝ → ℝ} {a b : ℝ} {u v : ℕ → ℝ → ℝ}

/-- For `0 < a < b < 1` and an exact solution `w` on `[0,1]`, the error on `[0,b]` grows linearly
from the left end, and the error on `[a,1]` falls linearly to zero at the right end. -/
theorem error_profiles (ha : 0 < a) (hab : a < b) (hb : b < 1) (hw : SolvesPoisson f w 0 1)
    (h : IsSchwarzIteration f (w 0) (w 1) a b u v) (n : ℕ) :
    (∀ x ∈ Icc 0 b, u n x - w x = x / b * (u n b - w b)) ∧
      ∀ x ∈ Icc a 1, v n x - w x = (1 - x) / (1 - a) * (u n a - w a) := by
  have hb0 : b ≠ 0 := (ha.trans hab).ne'
  have ha1 : 1 - a ≠ 0 := (sub_pos.2 (hab.trans hb)).ne'
  constructor
  · intro x hx
    have key := difference_linear (h.left_solves n) (hw.mono le_rfl hb.le) hx
    rw [h.left_end n] at key
    rw [div_mul_eq_mul_div, eq_div_iff hb0]
    linear_combination key
  · intro x hx
    have key := difference_linear (h.right_solves n) (hw.mono ha.le le_rfl) hx
    rw [h.right_end n, h.right_interface n] at key
    rw [div_mul_eq_mul_div, eq_div_iff ha1]
    linear_combination key
```

## One double sweep, then the power law

Evaluate the right profile at $b$ and the left profile at $a$:

$$u_{n+1}(b)-w(b)=v_n(b)-w(b)=\frac{1-b}{1-a}\bigl(u_n(a)-w(a)\bigr)=\frac{1-b}{1-a}\cdot\frac ab\,\bigl(u_n(b)-w(b)\bigr).$$

The product of the two fractions is $\rho$. By induction on $n$,

$$u_n(b)-w(b)=\rho^n\bigl(u_0(b)-w(b)\bigr).$$

The local equation `hρ` splits $\rho$ into the two fractions, and the `succ` case is the displayed chain followed by the induction hypothesis `ih`.

```lean
/-- For `0 < a < b < 1` and an exact solution `w` on `[0,1]`, each double sweep multiplies the
interface error at `b` by `a(1-b)/(b(1-a))`, so after `n` of them it carries the `n`-th power. -/
theorem interface_error (ha : 0 < a) (hab : a < b) (hb : b < 1) (hw : SolvesPoisson f w 0 1)
    (h : IsSchwarzIteration f (w 0) (w 1) a b u v) (n : ℕ) :
    u n b - w b = schwarzFactor a b ^ n * (u 0 b - w b) := by
  have hρ : schwarzFactor a b = (1 - b) / (1 - a) * (a / b) := by
    unfold schwarzFactor
    rw [div_mul_div_comm, mul_comm a, mul_comm b]
  induction n with
  | zero => simp
  | succ n ih =>
    -- one solve on the right, then the profile of the solve on the left
    obtain ⟨hl, hr⟩ := error_profiles ha hab hb hw h n
    rw [h.left_interface n, hr b ⟨hab.le, hb.le⟩, hl a ⟨ha.le, hab.le⟩, ih, pow_succ]
    linear_combination (-(schwarzFactor a b ^ n * (u 0 b - w b))) * hρ
```

## Convergence at every point

Inserting the power law into the left profile gives, for $x\in[0,b]$,

$$u_n(x)=w(x)+\frac xb\,\rho^n\bigl(u_0(b)-w(b)\bigr)\longrightarrow w(x),$$

because $0<\rho<1$. In particular $u_n(a)\to w(a)$, and the right profile then gives $v_n(x)\to w(x)$ for $x\in[a,1]$. In Lean each limit is a `Tendsto` statement at a fixed point $x$. The equations called `e` are the explicit formulas for the iterates, and `t` is the limit of their right-hand sides.

```lean
/-- For `0 < a < b < 1` the iterates converge to the exact solution `w` at every point of their
subdomains. -/
theorem schwarz_converges (ha : 0 < a) (hab : a < b) (hb : b < 1) (hw : SolvesPoisson f w 0 1)
    (h : IsSchwarzIteration f (w 0) (w 1) a b u v) :
    (∀ x ∈ Icc 0 b, Tendsto (fun n => u n x) atTop (𝓝 (w x))) ∧
      ∀ x ∈ Icc a 1, Tendsto (fun n => v n x) atTop (𝓝 (w x)) := by
  obtain ⟨_, h0, h1⟩ := schwarzFactor_eq ha hab hb
  have hρ := tendsto_pow_atTop_nhds_zero_of_lt_one h0.le h1
  have left : ∀ x ∈ Icc 0 b, Tendsto (fun n => u n x) atTop (𝓝 (w x)) := by
    intro x hx
    have e : (fun n => u n x) =
        fun n => w x + x / b * (schwarzFactor a b ^ n * (u 0 b - w b)) := by
      funext n
      linear_combination (error_profiles ha hab hb hw h n).1 x hx +
        x / b * interface_error ha hab hb hw h n
    have t := ((hρ.mul_const (u 0 b - w b)).const_mul (x / b)).const_add (w x)
    rw [zero_mul, mul_zero, add_zero] at t
    rw [e]
    exact t
  refine ⟨left, fun x hx => ?_⟩
  have e : (fun n => v n x) = fun n => w x + (1 - x) / (1 - a) * (u n a - w a) := by
    funext n
    linear_combination (error_profiles ha hab hb hw h n).2 x hx
  have t := (((left a ⟨ha.le, hab.le⟩).sub_const (w a)).const_mul
    ((1 - x) / (1 - a))).const_add (w x)
  rw [sub_self, mul_zero, add_zero] at t
  rw [e]
  exact t
```

## A lower bound on the number of double sweeps

Suppose the initial interface error is nonzero and $n$ double sweeps have reduced it to at most a fraction $\varepsilon$ of its size. The power law then gives $\rho^n\le\varepsilon$. Bernoulli's inequality bounds the same power from below:

$$\rho^n\ge 1+n(\rho-1)=1-\frac{n(b-a)}{b(1-a)}.$$

Together these give

$$n\ge\frac{(1-\varepsilon)\,b(1-a)}{b-a}.$$

For fixed $b$ and $\varepsilon<1$, the bound grows like the inverse of the overlap as $a$ approaches $b$. It is a necessary number of sweeps, and usually not a sufficient one. For $a=0.49$, $b=0.51$ and $\varepsilon=0.01$ it is $0.99\cdot0.2601/0.02\approx12.9$, hence at least 13 double sweeps, while the power law with $\rho\approx0.923$ requires 58.

The hypothesis `h0` says that the initial error is nonzero; a perfect initial guess needs no sweeps at all. In the proof, `hn` is $\rho^n\le\varepsilon$ and `hB` is Bernoulli's inequality.

```lean
/-- For `0 < a < b < 1` and an exact solution `w` on `[0,1]`, reducing a nonzero interface error
`u 0 b - w b` to at most a fraction `ε` of its initial size takes at least `(1-ε) b(1-a)/(b-a)`
double sweeps. -/
theorem sweeps_lower_bound (ha : 0 < a) (hab : a < b) (hb : b < 1) (hw : SolvesPoisson f w 0 1)
    (h : IsSchwarzIteration f (w 0) (w 1) a b u v) (h0 : u 0 b ≠ w b) {ε : ℝ} {n : ℕ}
    (hε : |u n b - w b| ≤ ε * |u 0 b - w b|) :
    (1 - ε) * (b * (1 - a)) / (b - a) ≤ n := by
  obtain ⟨he, hpos, hlt⟩ := schwarzFactor_eq ha hab hb
  have hD : 0 < b * (1 - a) := mul_pos (ha.trans hab) (by linarith)
  rw [interface_error ha hab hb hw h n, abs_mul, abs_of_pos (pow_pos hpos n)] at hε
  have hn : schwarzFactor a b ^ n ≤ ε :=
    le_of_mul_le_mul_right hε (abs_pos.2 (sub_ne_zero.2 h0))
  -- Bernoulli's inequality bounds the power from below
  have hB := one_add_mul_le_pow (a := schwarzFactor a b - 1) (by linarith) n
  rw [add_sub_cancel] at hB
  have key : 1 - ε ≤ n * (b - a) / (b * (1 - a)) := by
    have e : (n : ℝ) * (schwarzFactor a b - 1) = -(n * (b - a) / (b * (1 - a))) := by
      rw [he]; ring
    linarith
  rw [le_div_iff₀ hD] at key
  rwa [div_le_iff₀ (sub_pos.2 hab)]

end Iteration
```

## The factor tends to one as the overlap closes

Hold $b$ fixed and let $a$ approach it from below, which is the meaning of `𝓝[<] b`. The factor is continuous in $a$ at $a=b$, since its denominator there is $b(1-b)\neq0$, and so

$$\lim_{a\to b^-}\rho=\frac{b(1-b)}{b(1-b)}=1.$$

In the limit the two subdomains share only the point $b$, and each solve hands back the value that it received.

```lean
/-- For fixed `0 < b < 1`, the factor of a double sweep tends to one as the overlap vanishes. -/
theorem schwarzFactor_stalls {b : ℝ} (hb0 : 0 < b) (hb : b < 1) :
    Tendsto (fun a => schwarzFactor a b) (𝓝[<] b) (𝓝 1) := by
  have hne : b * (1 - b) ≠ 0 := (mul_pos hb0 (sub_pos.2 hb)).ne'
  have e : schwarzFactor b b = 1 := div_self hne
  have c : ContinuousAt (fun a => schwarzFactor a b) b := by
    unfold schwarzFactor
    exact ContinuousAt.div (by fun_prop) (by fun_prop) hne
  have t : Tendsto (fun a => schwarzFactor a b) (𝓝 b) (𝓝 (schwarzFactor b b)) := c
  rw [e] at t
  exact t.mono_left nhdsWithin_le_nhds
```

## The opening example for general $a$ and $b$

For $f=0$, zero end values and the initial guess $u_0(b)=1$, the iterates are

$$u_n(x)=\frac{\rho^n}{b}\,x,\qquad v_n(x)=\frac{\rho^n a}{b(1-a)}\,(1-x).$$

Both are straight lines with the correct end values. At $a$ they agree, since both equal $\rho^n a/b$. At $b$,

$$v_n(b)=\rho^n\,\frac{a(1-b)}{b(1-a)}=\rho^{n+1}=u_{n+1}(b).$$

This is an iteration in the sense of `IsSchwarzIteration` with a nonzero starting error, so the theorems above apply to it with $w=0$. For $a=\tfrac25$ and $b=\tfrac35$ it reproduces the values $1,\tfrac49,\tfrac{16}{81},\dots$ at the interface.

```lean
/-- For `0 < a < b < 1`, an explicit Schwarz iteration for `u'' = 0` with zero end values, started
from the interface value one at `b`. -/
theorem schwarzIteration_witness {a b : ℝ} (ha : 0 < a) (hab : a < b) (hb : b < 1) :
    IsSchwarzIteration (fun _ => 0) 0 0 a b
      (fun n x => schwarzFactor a b ^ n / b * x)
      (fun n x => schwarzFactor a b ^ n * a / (b * (1 - a)) * (1 - x)) where
  left_solves n := ⟨by fun_prop, fun _ => schwarzFactor a b ^ n / b, fun x _ =>
    ⟨((hasDerivAt_id' x).const_mul _).congr_deriv (mul_one _), hasDerivAt_const x _⟩⟩
  left_end n := mul_zero _
  right_solves n := ⟨by fun_prop, fun _ => schwarzFactor a b ^ n * a / (b * (1 - a)) * (-1),
    fun x _ => ⟨((hasDerivAt_id' x).const_sub 1).const_mul _, hasDerivAt_const x _⟩⟩
  right_end n := by simp
  right_interface n := by
    have h1 : 1 - a ≠ 0 := (sub_pos.2 (hab.trans hb)).ne'
    show schwarzFactor a b ^ n * a / (b * (1 - a)) * (1 - a) = schwarzFactor a b ^ n / b * a
    rw [div_mul_eq_mul_div, mul_div_mul_right _ _ h1]
    ring
  left_interface n := by
    show schwarzFactor a b ^ (n + 1) / b * b =
      schwarzFactor a b ^ n * a / (b * (1 - a)) * (1 - b)
    have e : schwarzFactor a b = a * (1 - b) / (b * (1 - a)) := rfl
    rw [div_mul_cancel₀ _ (ha.trans hab).ne', pow_succ]
    linear_combination schwarzFactor a b ^ n * e

end

end AlternatingSchwarz
```

```lean
#print axioms AlternatingSchwarz.interface_error
-- 'AlternatingSchwarz.interface_error' depends on axioms: [propext, Classical.choice, Quot.sound]
#print axioms AlternatingSchwarz.schwarz_converges
-- 'AlternatingSchwarz.schwarz_converges' depends on axioms: [propext, Classical.choice, Quot.sound]
#print axioms AlternatingSchwarz.sweeps_lower_bound
-- 'AlternatingSchwarz.sweeps_lower_bound' depends on axioms: [propext, Classical.choice, Quot.sound]
#print axioms AlternatingSchwarz.schwarzFactor_stalls
-- 'AlternatingSchwarz.schwarzFactor_stalls' depends on axioms: [propext, Classical.choice, Quot.sound]
```
